# On a nearest-neighbour ring of equally spaced atoms, Σ xᵢFᵢ = 0 while the strain derivative of the energy is L φ′(L/N)

## Checking a stress against a strained cell

To check the stress that an interatomic potential gives for a periodic cell, one can strain the cell slightly, scale the atomic positions with it, and compare the change in energy with the computed stress. A stress routine that sums positions times total forces can fail this check even when every force is correct. The static one-dimensional ring with nearest-neighbour pair energies shows the failure in closed form: at equal spacing the sum is zero, whatever the tension in the bonds.

For an isolated cluster the sum does work. Scaling all positions by 1 + ε changes the energy at the rate Σ xᵢ ∂E/∂xᵢ = −Σ xᵢFᵢ. In a periodic cell the energy also depends on the cell length, and the sum of positions times forces leaves out the derivative of the energy with respect to that length at fixed positions.

## Bonds, forces and strain on the ring

Number the atoms i = 0, …, N−1 and read indices cyclically. Let xᵢ be their positions and L the length of the ring. The bond from atom i to the next one is

bᵢ = xᵢ₊₁ − xᵢ for i < N−1,

b_{N−1} = x₀ − x_{N−1} + L.

The energy is E = Σ φ(bᵢ), with φ the pair energy. Write Tᵢ = φ′(bᵢ) for the bond tension, which, for a bond of positive length, is positive when the bond pulls its ends together.

Displace atom i alone by t, at fixed L. The bond ahead becomes shorter by t and the bond behind becomes longer by t, so dE/dt = Tᵢ₋₁ − Tᵢ at t = 0. The force is minus this derivative:

Fᵢ = Tᵢ − Tᵢ₋₁.

Under a uniform strain, L and all xᵢ are multiplied by 1 + ε. Each bond is then multiplied by the same factor, and at ε = 0

dE/dε = Σ Tᵢbᵢ.

This is the pair virial.

## The tension lost at the boundary

Insert the bonds into the pair virial and shift the index in the first sum:

Σ Tᵢbᵢ = Σ Tᵢxᵢ₊₁ − Σ Tᵢxᵢ + L T_{N−1}

= Σ xᵢTᵢ₋₁ − Σ xᵢTᵢ + L T_{N−1}

= L T_{N−1} − Σ xᵢFᵢ.

Thus, for every configuration with φ differentiable at its bond lengths,

dE/dε = −Σ xᵢFᵢ + L T_{N−1}.

The position-times-force expression lacks the last term, which comes from the bond that crosses the boundary.

Now take equal spacing, xᵢ = a + iL/N. Interior bonds have length L/N, and the closing bond has length −(N−1)L/N + L = L/N as well. All tensions equal φ′(L/N), so every force is zero, Σ xᵢFᵢ = 0, and

dE/dε = L φ′(L/N).

For L > 0 the position-times-force virial is therefore correct exactly when φ′(L/N) = 0.

Harmonic springs, φ(r) = (k/2)(r − r₀)² with stiffness k and rest length r₀, give dE/dε = L k (L/N − r₀). If k ≠ 0 and L > 0, the two expressions agree only when the spacing equals the rest length. An equally spaced ring of such springs, stretched or compressed, has zero forces and a nonzero strain derivative.

## How the Lean statement describes the ring

Atoms are elements of `Fin N`, whose addition is cyclic, and `NeZero N` requires at least one atom. The theorems thus cover every N ≥ 2. They also cover N = 1, where the only bond joins the atom to its own periodic image. For N = 2 the two atoms are joined by two separate bonds, one of which crosses the boundary.

The function `bond` adds `L` when `i + 1 = 0`, which happens only for the last atom, written `-1` in cyclic arithmetic. This fixes the convention for coordinates: they are followed continuously around the ring, and only the closing bond receives the cell length. Bonds are signed, and `φ` is a function on all real numbers.

In `force`, the vector `Pi.single i 1` displaces atom `i` alone while `L` stays fixed. In `strainedEnergy`, the ring length and the positions are scaled together. The derivative is taken with respect to the dimensionless strain, so it has units of energy; it is not divided by the length.

The main theorem, `equallySpaced_virial`, assumes only that `φ` is differentiable at `L / N`. It concludes that each force is zero, that the position-times-force sum is zero, and that the strained energy has derivative `L * deriv φ (L / N)` at zero strain. The differentiability hypothesis gives the zero forces their physical meaning, because Lean's `deriv` also returns zero where no derivative exists. `force_virial_correct_iff` keeps this hypothesis and adds L > 0, so that the factor L can be cancelled.

The model has no kinetic contribution to the pressure, no interactions beyond nearest neighbours, no many-body terms and only one dimension.

## The complete file

```lean
import Mathlib

open Finset

namespace PeriodicRingVirial

noncomputable section

variable {N : ℕ} [NeZero N]

/-- The signed length of the bond from atom `i` to the next atom on a ring of length `L`; the bond
from the last atom to the first crosses the boundary and gains `L`. -/
def bond (L : ℝ) (x : Fin N → ℝ) (i : Fin N) : ℝ :=
  x (i + 1) - x i + if i + 1 = 0 then L else 0

/-- The nearest-neighbour energy of the ring with pair energy `φ`. -/
def energy (φ : ℝ → ℝ) (L : ℝ) (x : Fin N → ℝ) : ℝ :=
  ∑ i, φ (bond L x i)

/-- The force on atom `i`: minus the energy derivative when that atom alone is
displaced at fixed ring length. -/
def force (φ : ℝ → ℝ) (L : ℝ) (x : Fin N → ℝ) (i : Fin N) : ℝ :=
  -deriv (fun t : ℝ => energy φ L (x + t • (Pi.single i 1 : Fin N → ℝ))) 0

/-- The energy after a uniform strain `ε` of both the ring length and the positions. -/
def strainedEnergy (φ : ℝ → ℝ) (L : ℝ) (x : Fin N → ℝ) (ε : ℝ) : ℝ :=
  energy φ ((1 + ε) * L) ((1 + ε) • x)

/-- Equally spaced positions on a ring of length `L`, with the first atom at `a`. -/
def equallySpaced (N : ℕ) (L a : ℝ) : Fin N → ℝ :=
  fun i => a + ((i : ℕ) : ℝ) * (L / N)

/-- The energy derivative when the ring length changes at rate `l` and the positions
at rates `u` is the sum of bond tensions times bond elongation rates. -/
theorem hasDerivAt_energy (φ : ℝ → ℝ) (L l : ℝ) (x u : Fin N → ℝ)
    (hφ : ∀ i, DifferentiableAt ℝ φ (bond L x i)) :
    HasDerivAt (fun t : ℝ => energy φ (L + t * l) (x + t • u))
      (∑ i, deriv φ (bond L x i) * bond l u i) 0 := by
  -- bond lengths are linear in the ring length and the positions
  have lin : ∀ (t : ℝ) (i : Fin N),
      bond (L + t * l) (x + t • u) i = bond L x i + t * bond l u i := by
    intro t i
    unfold bond
    simp only [Pi.add_apply, Pi.smul_apply, smul_eq_mul]
    split_ifs <;> ring
  unfold energy
  simp only [lin]
  apply HasDerivAt.fun_sum
  intro i _
  have hb : HasDerivAt (fun t : ℝ => bond L x i + t * bond l u i) (bond l u i) 0 :=
    (hasDerivAt_mul_const (bond l u i)).const_add (bond L x i)
  have hd : HasDerivAt φ (deriv φ (bond L x i)) (bond L x i + 0 * bond l u i) := by
    rw [zero_mul, add_zero]
    exact (hφ i).hasDerivAt
  exact HasDerivAt.comp (h := fun t : ℝ => bond L x i + t * bond l u i) (0 : ℝ) hd hb

/-- The force on an atom is the tension of the bond ahead minus that of the bond behind. -/
theorem force_eq (φ : ℝ → ℝ) (L : ℝ) (x : Fin N → ℝ)
    (hφ : ∀ i, DifferentiableAt ℝ φ (bond L x i)) (i : Fin N) :
    force φ L x i = deriv φ (bond L x i) - deriv φ (bond L x (i - 1)) := by
  have h := hasDerivAt_energy φ L 0 x (Pi.single i 1) hφ
  simp only [mul_zero, add_zero] at h
  have e : ∀ j : Fin N, bond 0 (Pi.single i 1 : Fin N → ℝ) j =
      (if j = i - 1 then 1 else 0) - (if j = i then 1 else 0) := by
    intro j
    simp [bond, Pi.single_apply, eq_sub_iff_add_eq]
  unfold force
  rw [h.deriv]
  simp [e, mul_sub, Finset.sum_sub_distrib]

/-- Summation by parts around the ring, for any bond weights `g`: the closing bond
contributes a boundary term proportional to `L`. -/
theorem sum_mul_bond (L : ℝ) (x g : Fin N → ℝ) :
    ∑ i, g i * bond L x i = L * g (-1) - ∑ i, x i * (g i - g (i - 1)) := by
  have split : ∑ i, g i * bond L x i = ∑ i, x (i + 1) * g i - ∑ i, x i * g i
      + ∑ i : Fin N, g i * (if i + 1 = 0 then L else 0) := by
    rw [← Finset.sum_sub_distrib, ← Finset.sum_add_distrib]
    apply Finset.sum_congr rfl
    intro i _
    unfold bond
    ring
  have shift : ∑ i, x (i + 1) * g i = ∑ i, x i * g (i - 1) :=
    Fintype.sum_equiv (Equiv.addRight (1 : Fin N)) _ _ (fun i => by simp)
  -- only the bond starting at the last atom, with index -1, crosses the boundary
  have closing : ∑ i : Fin N, g i * (if i + 1 = 0 then L else 0) = L * g (-1) := by
    rw [Finset.sum_eq_single (-1 : Fin N)]
    · rw [if_pos (neg_add_cancel 1), mul_comm]
    · intro j _ hj
      rw [if_neg (fun h => hj (eq_neg_of_add_eq_zero_left h)), mul_zero]
    · simp
  rw [split, shift, closing]
  simp only [mul_sub, Finset.sum_sub_distrib]
  ring

/-- If `φ` is differentiable at every bond length, the strain derivative of the energy is the pair
virial: the sum of bond tension times bond length. -/
theorem strain_eq_pair_virial (φ : ℝ → ℝ) (L : ℝ) (x : Fin N → ℝ)
    (hφ : ∀ i, DifferentiableAt ℝ φ (bond L x i)) :
    HasDerivAt (strainedEnergy φ L x) (∑ i, deriv φ (bond L x i) * bond L x i) 0 := by
  have e : strainedEnergy φ L x = fun ε : ℝ => energy φ (L + ε * L) (x + ε • x) := by
    funext ε
    unfold strainedEnergy
    rw [add_mul, one_mul, add_smul, one_smul]
  rw [e]
  exact hasDerivAt_energy φ L L x x hφ

/-- If `φ` is differentiable at every bond length, the strain derivative is minus the
position-times-force sum plus `L` times the tension of the bond that closes the ring. -/
theorem strain_eq_force_virial_add_boundary (φ : ℝ → ℝ) (L : ℝ) (x : Fin N → ℝ)
    (hφ : ∀ i, DifferentiableAt ℝ φ (bond L x i)) :
    HasDerivAt (strainedEnergy φ L x)
      (L * deriv φ (bond L x (-1)) - ∑ i, x i * force φ L x i) 0 := by
  simp only [force_eq φ L x hφ]
  exact (strain_eq_pair_virial φ L x hφ).congr_deriv
    (sum_mul_bond L x (fun i => deriv φ (bond L x i)))

/-- Every bond of the equally spaced ring has length `L / N`. -/
theorem bond_equallySpaced (L a : ℝ) (i : Fin N) :
    bond L (equallySpaced N L a) i = L / N := by
  have hN : (N : ℝ) ≠ 0 := Nat.cast_ne_zero.mpr (NeZero.ne N)
  have hz : ((0 : Fin N) : ℕ) = 0 := by simp
  have hv : ((i + 1 : Fin N) : ℕ) = ((i : ℕ) + 1) % N := by
    rw [Fin.val_add, Fin.val_one', Nat.add_mod_mod]
  simp only [bond, equallySpaced]
  by_cases hlast : (i : ℕ) + 1 = N
  · -- the closing bond
    have h0 : i + 1 = 0 := Fin.ext (by rw [hv, hlast, Nat.mod_self, hz])
    have hc : ((i : ℕ) : ℝ) + 1 = N := by exact_mod_cast hlast
    have hL : L = N * (L / N) := by field_simp
    rw [h0, if_pos rfl, hz, Nat.cast_zero]
    linear_combination hL - (L / N) * hc
  · -- an interior bond
    have hlt : (i : ℕ) + 1 < N := by
      have := i.isLt
      omega
    have hv' : ((i + 1 : Fin N) : ℕ) = (i : ℕ) + 1 := by
      rw [hv, Nat.mod_eq_of_lt hlt]
    have hne : i + 1 ≠ 0 := by
      intro h
      rw [h, hz] at hv'
      omega
    rw [if_neg hne, hv']
    push_cast
    ring

/-- On the equally spaced ring every force vanishes and so does the position-times-force
sum, while the energy derivative under uniform strain is `L φ'(L/N)`. -/
theorem equallySpaced_virial (φ : ℝ → ℝ) (L a : ℝ)
    (hφ : DifferentiableAt ℝ φ (L / N)) :
    (∀ i, force φ L (equallySpaced N L a) i = 0) ∧
    ∑ i, equallySpaced N L a i * force φ L (equallySpaced N L a) i = 0 ∧
    HasDerivAt (strainedEnergy φ L (equallySpaced N L a)) (L * deriv φ (L / N)) 0 := by
  have hb : ∀ i, DifferentiableAt ℝ φ (bond L (equallySpaced N L a) i) := by
    intro i
    rw [bond_equallySpaced]
    exact hφ
  -- equal tensions on both sides of each atom cancel
  have hF : ∀ i, force φ L (equallySpaced N L a) i = 0 := by
    intro i
    rw [force_eq φ L _ hb, bond_equallySpaced, bond_equallySpaced, sub_self]
  have hS : ∑ i, equallySpaced N L a i * force φ L (equallySpaced N L a) i = 0 :=
    Finset.sum_eq_zero (fun i _ => by rw [hF i, mul_zero])
  refine ⟨hF, hS, ?_⟩
  have h := strain_eq_force_virial_add_boundary φ L (equallySpaced N L a) hb
  rw [hS, sub_zero, bond_equallySpaced] at h
  exact h

/-- On an equally spaced ring of positive length, the position-times-force virial gives
the strain derivative exactly when the bond tension `φ'(L/N)` is zero. -/
theorem force_virial_correct_iff (φ : ℝ → ℝ) (L a : ℝ) (hL : 0 < L)
    (hφ : DifferentiableAt ℝ φ (L / N)) :
    deriv (strainedEnergy φ L (equallySpaced N L a)) 0 =
      -∑ i, equallySpaced N L a i * force φ L (equallySpaced N L a) i ↔
    deriv φ (L / N) = 0 := by
  obtain ⟨_, hS, hE⟩ := equallySpaced_virial φ L a hφ
  rw [hE.deriv, hS, neg_zero, mul_eq_zero]
  exact or_iff_right hL.ne'

/-- For harmonic springs of stiffness `k` and rest length `r₀`, the strain derivative of
the equally spaced ring is `L k (L/N - r₀)`. -/
theorem harmonic_ring_strain (k r₀ L a : ℝ) :
    HasDerivAt (strainedEnergy (fun r => k / 2 * (r - r₀) ^ 2) L (equallySpaced N L a))
      (L * (k * (L / N - r₀))) 0 := by
  have hd : HasDerivAt (fun r : ℝ => k / 2 * (r - r₀) ^ 2) (k * (L / N - r₀)) (L / N) := by
    have h1 := (hasDerivAt_id' (L / (N : ℝ))).sub_const r₀
    have h2 := (h1.fun_mul h1).const_mul (k / 2)
    simp only [← pow_two] at h2
    exact h2.congr_deriv (by ring)
  have h := (equallySpaced_virial (N := N) _ L a hd.differentiableAt).2.2
  rw [hd.deriv] at h
  exact h

end

end PeriodicRingVirial
```

```lean
#print axioms PeriodicRingVirial.equallySpaced_virial
#print axioms PeriodicRingVirial.force_virial_correct_iff
#print axioms PeriodicRingVirial.harmonic_ring_strain
```

```
'PeriodicRingVirial.equallySpaced_virial' depends on axioms: [propext, Classical.choice, Quot.sound]
'PeriodicRingVirial.force_virial_correct_iff' depends on axioms: [propext, Classical.choice, Quot.sound]
'PeriodicRingVirial.harmonic_ring_strain' depends on axioms: [propext, Classical.choice, Quot.sound]
```

## From linear bonds to the force and the pair virial

`hasDerivAt_energy` contains the calculus. Like `force_eq`, it assumes that `φ` is differentiable at every bond length, which the two docstrings leave unsaid. It lets the ring length change at rate `l` and the positions at rates `u`. The step `lin` shows that each bond is then a linear function of t with slope `bond l u i`: the bond formula applied to the rates. The chain rule for one bond and the derivative of a finite sum complete the lemma.

Two choices of the rates give the two physical derivatives. In `force_eq` the ring length is fixed and one atom moves at unit rate. The step `e` finds the elongation rates, +1 for the bond behind and −1 for the bond ahead, and the sum reduces to the difference of two tensions. With one atom both rates belong to the same bond and cancel.

In `strain_eq_pair_virial` the rates are `L` and `x` themselves, since (1 + ε)L = L + εL, and likewise for the positions. The elongation rate of each bond is then its own length.

## Summation by parts and the closing bond

`sum_mul_bond` is pure algebra and holds for any weights `g` on the bonds. Its three steps follow the derivation above: `split` separates the position terms from the boundary term, `shift` relabels the cyclic sum, and `closing` keeps the one bond that gains `L`. Taking the tensions as weights gives `strain_eq_force_virial_add_boundary`, where `force_eq` identifies the tension differences as forces.

## Equal spacing, the criterion and the springs

`bond_equallySpaced` treats the closing bond and the interior bonds separately. In the first case the index returns to zero and the added `L` makes up the difference; in the second, the index rises by one and the position by L/N.

In `equallySpaced_virial`, equal bond lengths make the two tensions in `force_eq` cancel, which gives `hF`. The sum `hS` then vanishes term by term, and the general boundary formula leaves only L φ′(L/N).

`force_virial_correct_iff` inserts these values into the proposed equality, which becomes L φ′(L/N) = 0, and uses L > 0 to remove the first factor. `harmonic_ring_strain` differentiates the spring energy at L/N and substitutes the result into the main theorem.
